# The Pfaffian of the block matrix [[0, M], [−Mᵀ, 0]] is (−1)^(n(n−1)/2) det M for every n × n matrix M

## Switching off the pairing

In a BCS-type paired state of free fermions, two annihilation operators can have a non-zero expectation value. By Wick's theorem, the expectation value of a string of \(2n\) creation and annihilation operators is then the Pfaffian of the matrix of pair contractions. In a Slater determinant the particle number is fixed, contractions between two annihilators or between two creators vanish, and the same expectation value is usually written as a determinant. The two expressions must agree when the pairing is switched off, but possibly with a sign. What is that sign?

Take \(n\) annihilators followed by \(n\) creators,

\[
\langle a_0 a_1\cdots a_{n-1}\, b_0^\dagger b_1^\dagger\cdots b_{n-1}^\dagger\rangle ,
\qquad M_{ij}=\langle a_i b_j^\dagger\rangle .
\]

Number the operators \(\psi_0,\dots,\psi_{2n-1}\) from left to right. The contraction matrix \(A\) has entries \(A_{pq}=\langle\psi_p\psi_q\rangle\) for \(p<q\), and is continued antisymmetrically below the diagonal. With number conservation,

\[
A=\begin{pmatrix}0&M\\-M^T&0\end{pmatrix},\qquad
\operatorname{Pf}A=(-1)^{n(n-1)/2}\det M .
\]

The block \(-M^T\) comes from this antisymmetric continuation. It is not the matrix of expectation values \(\langle b_j^\dagger a_i\rangle\), which also contain the anticommutator.

The sign belongs to the order of the string. Reversing the creators takes \(n(n-1)/2\) exchanges, so the string \(a_0\cdots a_{n-1}b_{n-1}^\dagger\cdots b_0^\dagger\) has expectation value \(\det M\) without a sign. For finite free-fermion systems, the formula connects the Pfaffians of paired mean-field theory with the determinants used for Slater determinants in electronic structure.

## Wick's recursion as the definition of the Pfaffian

The Pfaffian is defined here by expansion along the first row. The empty matrix has Pfaffian 1, and for a matrix \(A\) of size \(2(n+1)\),

\[
\operatorname{Pf}A=\sum_{j=0}^{2n}(-1)^j A_{0,j+1}\operatorname{Pf}A^{(j)},
\]

where \(A^{(j)}\) is \(A\) without rows and columns \(0\) and \(j+1\). Each term contracts the first operator with one later operator and goes on with the rest of the string.

In Lean this is `pfaffian`, whose argument `n` is half the matrix size. The function `remaining j` lists the positions that survive the removal, in their original order. The definition accepts any matrix of even size, but only reads entries above the diagonal.

## The block matrix and what is claimed about it

The entries lie in a commutative ring `R`. Real and complex matrices are included, as are matrices over any other field.

Lean's `fromBlocks` produces a matrix whose indices lie in `Fin n ⊕ Fin n`: a label for the group and a number within it. A Pfaffian needs one linear order of all operators. The map `species n` supplies the translation, sending positions \(0,\dots,n-1\) to the first group and \(n,\dots,2n-1\) to the second. Despite its name, it has nothing to do with spin or chemical species. Taking `submatrix` with this map turns the block matrix into an ordinary \(2n\times 2n\) matrix.

The theorem `pfaffian_number_conserving` is the formula above, for every \(n\) including \(0\) and every \(M\). The more general `pfaffian_contraction` allows an arbitrary lower right block \(K\), and the result does not depend on it. The physical reason is a count: each of the \(n\) operators in the first group needs a partner in the second, which uses up the second group and leaves nothing for \(K\) to contract.

Two further theorems concern the same matrix, called `contraction M K`. It is antisymmetric if \(K^T=-K\), and its determinant is the square of its Pfaffian.

These are statements about matrices. That an expectation value in a given state obeys the recursion is Wick's theorem, which enters as physical input, as does the vanishing of the contractions within the first group. That the squared Pfaffian equals the determinant is true of every antisymmetric complex matrix of even size, but it is proved here only for this block form.

## Deriving the sign

From here on, \(A=\begin{pmatrix}0&M\\-M^T&K\end{pmatrix}\) with an arbitrary lower right block \(K\). Use induction on \(n\). For \(n=0\) both sides are 1. Assume the formula for \(n\times n\) blocks, and let \(M\) and \(K\) have size \(n+1\). The first group now occupies positions \(0,\dots,n\), and the second \(n+1,\dots,2n+1\).

In the first-row expansion, the partner of operator \(0\) sits at position \(j+1\).

- If \(j<n\), the partner is in the first group and \(A_{0,j+1}=0\).
- Otherwise \(j=n+k\) with \(0\le k\le n\). The partner is member \(k\) of the second group and \(A_{0,n+k+1}=M_{0k}\).

In the second case each group loses one operator: the first loses member \(0\), the second member \(k\). Let \(M^{(k)}\) be \(M\) without row \(0\) and column \(k\), and \(K^{(k)}\) be \(K\) without row and column \(k\). What remains is

\[
A^{(n+k)}=\begin{pmatrix}0&M^{(k)}\\-(M^{(k)})^T&K^{(k)}\end{pmatrix},
\]

to which the induction hypothesis applies. Hence

\[
\begin{aligned}
\operatorname{Pf}A
&=\sum_{k=0}^{n}(-1)^{n+k}M_{0k}\,(-1)^{n(n-1)/2}\det M^{(k)}\\
&=(-1)^{n(n-1)/2+n}\sum_{k=0}^{n}(-1)^kM_{0k}\det M^{(k)}\\
&=(-1)^{(n+1)n/2}\det M .
\end{aligned}
\]

The last step uses the Laplace expansion of \(\det M\) along row \(0\), and \(n(n-1)/2+n=(n+1)n/2\).

For two operators in each group the whole expansion is short:

\[
A_{01}A_{23}-A_{02}A_{13}+A_{03}A_{12}
=0\cdot K_{01}-M_{00}M_{11}+M_{01}M_{10}=-\det M .
\]

## Antisymmetry and the squared Pfaffian

Transposing the block matrix exchanges \(M\) and \(-M^T\) with a transpose on each, giving

\[
A^T=\begin{pmatrix}0&-M\\M^T&K^T\end{pmatrix},
\]

which is \(-A\) when \(K^T=-K\).

For the determinant, multiply from the right by a matrix that exchanges the two groups with a sign:

\[
\begin{pmatrix}0&M\\-M^T&K\end{pmatrix}
\begin{pmatrix}0&-1\\1&0\end{pmatrix}
=\begin{pmatrix}M&0\\K&M^T\end{pmatrix}.
\]

The exchange matrix has determinant 1, because

\[
\begin{pmatrix}0&-1\\1&0\end{pmatrix}
=\begin{pmatrix}1&-1\\0&1\end{pmatrix}
\begin{pmatrix}1&0\\1&1\end{pmatrix}
\begin{pmatrix}1&-1\\0&1\end{pmatrix}
\]

and each factor is block triangular with identity blocks on the diagonal. Therefore \(\det A=\det M\,\det M^T=(\det M)^2\). The sign in the Pfaffian formula squares to 1, so \((\operatorname{Pf}A)^2=\det A\). Antisymmetry of \(K\) is not used.

## The complete Lean file

```lean
import Mathlib

open Matrix

namespace NumberConservingPfaffian

variable {R : Type*} [CommRing R]

/-- The positions left over when the first operator and its partner, number `j` among the
later ones, are removed from a string of `2 (n + 1)` operators. -/
def remaining {n : ℕ} (j : Fin (2 * n + 1)) (a : Fin (2 * n)) : Fin (2 * (n + 1)) :=
  Fin.cast (by omega) (j.succAbove a).succ

/-- The Pfaffian of an antisymmetric `2n × 2n` matrix, by expansion along the first row:
the first operator is contracted with each later one, with alternating sign. -/
def pfaffian : (n : ℕ) → Matrix (Fin (2 * n)) (Fin (2 * n)) R → R
  | 0, _ => 1
  | n + 1, A => ∑ j : Fin (2 * n + 1),
      (-1) ^ (j : ℕ) * A ⟨0, by omega⟩ ⟨j + 1, by omega⟩ *
        pfaffian n (A.submatrix (remaining j) (remaining j))

/-- Splits a string of `2n` operators into its first `n` and its last `n` members. -/
def species (n : ℕ) : Fin (2 * n) ≃ Fin n ⊕ Fin n :=
  (finCongr (two_mul n)).trans finSumFinEquiv.symm

/-- The contraction matrix `[[0, M], [-Mᵀ, K]]`: `M` holds the contractions between the two
groups of operators, `K` those within the second group. -/
def contraction {n : ℕ} (M K : Matrix (Fin n) (Fin n) R) :
    Matrix (Fin (2 * n)) (Fin (2 * n)) R :=
  (fromBlocks 0 M (-Mᵀ) K).submatrix (species n) (species n)

/-- Position `i < n` in the string is member `i` of the first group. -/
theorem species_inl {n : ℕ} {x : Fin (2 * n)} {i : Fin n} (h : (x : ℕ) = i) :
    species n x = Sum.inl i := by
  rw [← Equiv.eq_symm_apply]
  apply Fin.ext
  simp [species, h]

/-- Position `n + i` in the string is member `i` of the second group. -/
theorem species_inr {n : ℕ} {x : Fin (2 * n)} {i : Fin n} (h : (x : ℕ) = n + i) :
    species n x = Sum.inr i := by
  rw [← Equiv.eq_symm_apply]
  apply Fin.ext
  simp [species, h, add_comm]

/-- Skipping position `p` leaves earlier positions alone and shifts the others by one. -/
theorem succAbove_val {N : ℕ} (p : Fin (N + 1)) (i : Fin N) :
    (p.succAbove i : ℕ) = if (i : ℕ) < p then (i : ℕ) else i + 1 := by
  by_cases h : (i : ℕ) < p
  · rw [if_pos h, Fin.succAbove_of_castSucc_lt p i (Fin.lt_def.2 h)]
    rfl
  · rw [if_neg h, Fin.succAbove_of_le_castSucc p i (Fin.le_def.2 (not_lt.1 h))]
    rfl

/-- Contracting the first operator with member `k` of the second group removes one operator
from each group and keeps the order of the others. -/
theorem species_remaining {n : ℕ} (k : Fin (n + 1)) (a : Fin (2 * n)) :
    species (n + 1) (remaining ⟨n + k, by omega⟩ a) =
      Sum.map Fin.succ k.succAbove (species n a) := by
  have hv : (remaining (⟨n + k, by omega⟩ : Fin (2 * n + 1)) a : ℕ) =
      (if (a : ℕ) < n + k then (a : ℕ) else a + 1) + 1 :=
    congrArg (· + 1) (succAbove_val (⟨n + k, by omega⟩ : Fin (2 * n + 1)) a)
  by_cases h : (a : ℕ) < n
  · rw [species_inl (x := a) (i := ⟨a, h⟩) rfl]
    apply species_inl
    rw [hv, if_pos (by omega)]
    rfl
  · have ha : (a : ℕ) = n + (a - n) := by omega
    rw [species_inr (x := a) (i := ⟨a - n, by omega⟩) ha]
    apply species_inr
    rw [hv, succAbove_val]
    dsimp only
    split_ifs <;> omega

/-- Removing the first operator and member `k` of the second group leaves a matrix of the same block
form: `M` loses row `0` and column `k`, and `K` loses row `k` and column `k`. -/
theorem contraction_minor {n : ℕ} (M K : Matrix (Fin (n + 1)) (Fin (n + 1)) R)
    (k : Fin (n + 1)) :
    (contraction M K).submatrix (remaining ⟨n + k, by omega⟩) (remaining ⟨n + k, by omega⟩) =
      contraction (M.submatrix Fin.succ k.succAbove)
        (K.submatrix k.succAbove k.succAbove) := by
  ext a b
  simp only [contraction, submatrix_apply, species_remaining]
  generalize species n a = x
  generalize species n b = y
  rcases x with x | x <;> rcases y with y | y <;> rfl

/-- If the operators of the first group have no contractions among themselves, the Pfaffian
is `(-1)^(n(n-1)/2) det M`, whatever the contractions `K` within the second group. -/
theorem pfaffian_contraction (n : ℕ) (M K : Matrix (Fin n) (Fin n) R) :
    pfaffian n (contraction M K) = (-1) ^ (n * (n - 1) / 2) * M.det := by
  induction n with
  | zero => simp [pfaffian]
  | succ n ih =>
    -- the sign exponent grows by `n`
    have hs : (n + 1) * (n + 1 - 1) / 2 = n * (n - 1) / 2 + n := by
      cases n with
      | zero => rfl
      | succ m =>
        have h : (m + 1 + 1) * (m + 1 + 1 - 1) = (m + 1) * (m + 1 - 1) + (m + 1) * 2 := by
          simp only [Nat.add_sub_cancel]
          ring
        rw [h, Nat.add_mul_div_right _ _ two_pos]
    rw [Matrix.det_succ_row_zero, Finset.mul_sum, pfaffian]
    symm
    apply Fintype.sum_of_injective
      (fun k : Fin (n + 1) => (⟨n + k, by omega⟩ : Fin (2 * n + 1)))
    · intro a b h
      simpa [Fin.ext_iff] using h
    · -- partners within the first group do not contribute
      intro j hj
      have hjn : (j : ℕ) < n := by
        by_contra h
        refine hj ⟨⟨j - n, by omega⟩, Fin.ext ?_⟩
        show n + ((j : ℕ) - n) = j
        omega
      have h0 : contraction M K ⟨0, by omega⟩ ⟨j + 1, by omega⟩ = 0 := by
        rw [contraction, submatrix_apply, species_inl (i := 0) rfl,
          species_inl (i := ⟨j + 1, by omega⟩) rfl]
        rfl
      rw [h0, mul_zero, zero_mul]
    · -- partners in the second group give the Laplace expansion of `det M`
      intro k
      have hk : contraction M K ⟨0, by omega⟩ ⟨n + k + 1, by omega⟩ = M 0 k := by
        rw [contraction, submatrix_apply, species_inl (i := 0) rfl,
          species_inr (i := k) (by dsimp only; omega)]
        rfl
      show _ = (-1) ^ (n + (k : ℕ)) * contraction M K ⟨0, by omega⟩ ⟨n + k + 1, by omega⟩ *
        pfaffian n ((contraction M K).submatrix (remaining ⟨n + k, by omega⟩)
          (remaining ⟨n + k, by omega⟩))
      rw [hk, contraction_minor, ih, hs]
      generalize n * (n - 1) / 2 = s
      ring

/-- Number-conserving limit: the Pfaffian of `[[0, M], [-Mᵀ, 0]]` is
`(-1)^(n(n-1)/2) det M`. -/
theorem pfaffian_number_conserving (n : ℕ) (M : Matrix (Fin n) (Fin n) R) :
    pfaffian n ((fromBlocks 0 M (-Mᵀ) 0).submatrix (species n) (species n)) =
      (-1) ^ (n * (n - 1) / 2) * M.det :=
  pfaffian_contraction n M 0

/-- The contraction matrix is antisymmetric when its block `K` is. -/
theorem contraction_antisymm {n : ℕ} (M K : Matrix (Fin n) (Fin n) R) (hK : Kᵀ = -K) :
    (contraction M K)ᵀ = -contraction M K := by
  ext a b
  show fromBlocks 0 M (-Mᵀ) K (species n b) (species n a) =
    -fromBlocks 0 M (-Mᵀ) K (species n a) (species n b)
  generalize species n a = x
  generalize species n b = y
  rcases x with x | x <;> rcases y with y | y
  · simp
  · simp
  · simp
  · simpa using congrFun (congrFun hK x) y

/-- The square of the Pfaffian of the contraction matrix is its determinant. -/
theorem pfaffian_sq_eq_det {n : ℕ} (M K : Matrix (Fin n) (Fin n) R) :
    pfaffian n (contraction M K) ^ 2 = (contraction M K).det := by
  -- exchanging the two groups, with a sign, has determinant one
  have hJ : (fromBlocks 0 (-1) 1 0 : Matrix (Fin n ⊕ Fin n) (Fin n ⊕ Fin n) R).det = 1 := by
    have h : (fromBlocks 0 (-1) 1 0 : Matrix (Fin n ⊕ Fin n) (Fin n ⊕ Fin n) R) =
        fromBlocks 1 (-1) 0 1 * fromBlocks 1 0 1 1 * fromBlocks 1 (-1) 0 1 := by
      simp [fromBlocks_multiply]
    rw [h, det_mul, det_mul, det_fromBlocks_zero₂₁, det_fromBlocks_zero₁₂]
    simp
  -- the exchange makes the contraction matrix block triangular
  have h : fromBlocks 0 M (-Mᵀ) K * fromBlocks 0 (-1) 1 0 = fromBlocks M 0 K Mᵀ := by
    simp [fromBlocks_multiply]
  have hd := congrArg Matrix.det h
  rw [det_mul, hJ, mul_one, det_fromBlocks_zero₁₂, det_transpose] at hd
  rw [pfaffian_contraction, contraction, det_submatrix_equiv_self, hd, mul_pow, ← pow_mul,
    mul_comm _ 2, pow_mul, neg_one_sq, one_pow, one_mul, sq]

end NumberConservingPfaffian
```

```lean
#print axioms NumberConservingPfaffian.pfaffian_number_conserving
#print axioms NumberConservingPfaffian.contraction_antisymm
#print axioms NumberConservingPfaffian.pfaffian_sq_eq_det
```

```
'NumberConservingPfaffian.pfaffian_number_conserving' depends on axioms: [propext, Classical.choice, Quot.sound]
'NumberConservingPfaffian.contraction_antisymm' depends on axioms: [propext, Quot.sound]
'NumberConservingPfaffian.pfaffian_sq_eq_det' depends on axioms: [propext, Classical.choice, Quot.sound]
```

## From positions in the string to minors of M

The lemmas before the main theorem establish the form of \(A^{(n+k)}\), which the derivation by hand read off from the picture of the blocks.

`species_inl` and `species_inr` identify the group of an operator from its numerical position. `succAbove_val` describes the Mathlib function `succAbove`, which numbers the places left after one has been skipped: earlier places keep their number, later ones move up by one.

`species_remaining` combines these facts. Its right-hand side, `Sum.map Fin.succ k.succAbove`, says that the first group skips member \(0\) and the second skips member \(k\). The proof treats positions before and after the boundary between the groups separately, and `omega` settles the resulting integer inequalities.

`contraction_minor` turns this into the matrix identity. Once the two positions have been translated into group labels, there are four cases, one for each block, and in each the two sides agree by definition.

In `pfaffian_contraction`, the induction hypothesis `ih` holds for all blocks of size \(n\), so it can be used for the minors. The auxiliary fact `hs` is the growth of the sign exponent by \(n\). It needs its own argument because subtraction and division here are those of natural numbers. `Matrix.det_succ_row_zero` supplies the Laplace expansion, `h0` is the vanishing contraction within the first group, and `hk` identifies the remaining entries with \(M_{0k}\). The final `ring` collects the signs.

`pfaffian_number_conserving` is the case \(K=0\). `contraction_antisymm` compares the four blocks in turn. In `pfaffian_sq_eq_det`, `hJ` says that the exchange matrix has determinant 1, which follows from its three-factor decomposition, and the `h` after it is the product that makes the contraction matrix block triangular.

## Matching two sums of different length

The Pfaffian expansion has \(2n+1\) terms, the Laplace expansion only \(n+1\). Mathlib's `Fintype.sum_of_injective` compares such sums directly. Given a map \(e\) from the index set of the short sum \(\sum_k f(k)\) to that of the long sum \(\sum_j g(j)\), it concludes that the sums are equal from three facts:

1. \(e\) is injective;
2. \(g(j)=0\) whenever \(j\) is not of the form \(e(k)\);
3. \(f(k)=g(e(k))\) for every \(k\).

Here \(e(k)=n+k\) sends a column of \(M\) to the corresponding partner in the string. The second condition says that partners in the first group contribute nothing, and the third that each remaining Wick term is a Laplace term. The preceding `symm` puts the short sum on the left, where the lemma expects it.

The long sum therefore never has to be cut into two ranges with separate numberings. For \(n=0\), where a single pair of operators is contracted, \(e\) reaches every index and the second condition is empty, so the matching of the sums needs no separate treatment there.
